# At fixed cross-section, an ellipsoid's demagnetising factor along one axis falls from 1 to 0 as that axis lengthens

Let an ellipsoid have transverse semi-axes \(a,b\) and third semi-axis \(c\), all positive. Its demagnetising factor along the third axis is

\[
N(c)=\frac{abc}{2}\int_0^\infty\frac{ds}{(s+c^2)\sqrt{(s+a^2)(s+b^2)(s+c^2)}} .
\]

In the SI convention, a uniform magnetisation \(M\) along this axis contributes \(-N(c)M\) to the field \(H\) inside the body. The integral is taken as the definition and is not derived from magnetostatics. The case \(a=b\) is a spheroid with the third axis as its symmetry axis.

For an ellipsoidal sample magnetised uniformly along this axis, whose resonance line is measured against an external reference, \(N\) enters the bulk-susceptibility correction that can be applied before the line is compared with a computed hyperfine shift.

```lean
import Mathlib

open MeasureTheory Filter Set Topology

namespace DemagnetisingLimits

noncomputable section
```

In Lean, `demagFactor a b c` is \(N(c)\), and `Ioi (0 : ℝ)` is the range \(s>0\).

```lean
/-- Demagnetising factor of an ellipsoid along the axis with semi-axis `c`, the transverse
semi-axes being `a` and `b`; the domain is `a, b, c > 0`. -/
def demagFactor (a b c : ℝ) : ℝ :=
  a * b * c / 2 *
    ∫ s in Ioi (0 : ℝ), 1 / ((s + c ^ 2) * √((s + a ^ 2) * (s + b ^ 2) * (s + c ^ 2)))
```

The calculation uses the dimensionless variable \(t=s/c^2\) and the functions

\[
w(t)=(1+t)^{-3/2},\qquad P_c(t)=\sqrt{(c^2t+a^2)(c^2t+b^2)},
\]
\[
K_c(t)=w(t)\,\frac{ab}{P_c(t)},\qquad F(c)=\frac12\int_0^\infty K_c(t)\,dt .
\]

In the code \(w\), \(K_c\) and \(F\) are `weight`, `kernel` and `scaledFactor`.

```lean
/-- The weight `(1 + t)^(-3/2)`, for `t > -1`. -/
def weight (t : ℝ) : ℝ := 1 / ((1 + t) * √(1 + t))

/-- The integrand in the dimensionless variable `t`, for `a, b > 0` and `t ≥ 0`; when `c > 0`, `t`
stands for `s / c ^ 2`. -/
def kernel (a b c t : ℝ) : ℝ :=
  weight t * (a * b / √((c ^ 2 * t + a ^ 2) * (c ^ 2 * t + b ^ 2)))

/-- Half the integral of the dimensionless integrand, for `a, b > 0`; here `c = 0` is allowed. -/
def scaledFactor (a b c : ℝ) : ℝ := 1 / 2 * ∫ t in Ioi (0 : ℝ), kernel a b c t
```

## Positive transverse semi-axes, \(a,b>0\)

These hypotheses, `ha` and `hb`, say that the body has a genuine cross-section. By hand they give a bound that does not depend on \(c\). Since

\[
P_c(t)^2-a^2b^2=c^2t\,(c^2t+a^2+b^2)\ge 0,
\]

we have \(0<ab/P_c(t)\le 1\), and so \(0<K_c(t)\le w(t)\) for \(t>0\). The bound is integrable, because \(-2(1+t)^{-1/2}\) is an antiderivative of \(w\):

\[
\int_0^\infty w(t)\,dt=0-(-2)=2 .
\]

`weight_integral` checks that the antiderivative has derivative \(w\), that \(w\ge0\), and that the antiderivative tends to 0 at infinity; together these yield both integrability and the value.

```lean
/-- The weight is integrable over `t > 0`, and its integral is 2. -/
theorem weight_integral :
    IntegrableOn weight (Ioi 0) ∧ ∫ t in Ioi (0 : ℝ), weight t = 2 := by
  -- the antiderivative is `-2 / √(1 + t)`
  have hd : ∀ t ∈ Ici (0 : ℝ), HasDerivAt (fun x : ℝ => -2 / √(1 + x)) (weight t) t := by
    intro t ht
    have ht0 : (0 : ℝ) ≤ t := ht
    have hp : 0 < 1 + t := by linarith
    have h1 : HasDerivAt (fun x : ℝ => 1 + x) 1 t := (hasDerivAt_id' t).const_add 1
    have h2 := h1.sqrt hp.ne'
    refine ((hasDerivAt_const t (-2 : ℝ)).fun_div h2 (Real.sqrt_pos.2 hp).ne').congr_deriv ?_
    have hw : weight t = (1 + t)⁻¹ * (√(1 + t))⁻¹ := by rw [weight, one_div, mul_inv]
    rw [Real.sq_sqrt hp.le, hw]
    ring
  have hpos : ∀ t ∈ Ioi (0 : ℝ), 0 ≤ weight t := by
    intro t ht
    have ht0 : (0 : ℝ) < t := ht
    unfold weight
    positivity
  have hs : Tendsto (fun x : ℝ => √(1 + x)) atTop atTop :=
    Real.tendsto_sqrt_atTop.comp (tendsto_atTop_add_const_left atTop 1 tendsto_id)
  have hl : Tendsto (fun x : ℝ => -2 / √(1 + x)) atTop (𝓝 0) := hs.const_div_atTop (-2)
  refine ⟨integrableOn_Ioi_deriv_of_nonneg' hd hpos hl, ?_⟩
  rw [integral_Ioi_of_hasDerivAt_of_nonneg' hd hpos hl]
  norm_num
```

`kernel_bound` proves the inequality; its `nlinarith` step uses the difference of squares above.

```lean
/-- For positive transverse semi-axes and `t > 0` the dimensionless integrand is bounded by
the weight, whatever the value of `c`. -/
theorem kernel_bound {a b t : ℝ} (ha : 0 < a) (hb : 0 < b) (c : ℝ) (ht : 0 < t) :
    ‖kernel a b c t‖ ≤ weight t := by
  have hw : 0 ≤ weight t := by unfold weight; positivity
  have hP : 0 < √((c ^ 2 * t + a ^ 2) * (c ^ 2 * t + b ^ 2)) := by positivity
  have hle : a * b ≤ √((c ^ 2 * t + a ^ 2) * (c ^ 2 * t + b ^ 2)) := by
    refine (le_abs_self _).trans (Real.abs_le_sqrt ?_)
    have h : 0 ≤ c ^ 2 * t * (c ^ 2 * t + a ^ 2 + b ^ 2) := by positivity
    nlinarith [h]
  have h0 : 0 ≤ kernel a b c t := by unfold kernel; positivity
  rw [Real.norm_of_nonneg h0]
  exact mul_le_of_le_one_right hw ((div_le_one hP).2 hle)
```

With measurability, the bound makes \(K_c\) integrable for every real \(c\).

```lean
theorem kernel_measurable (a b c : ℝ) : Measurable (kernel a b c) := by
  unfold kernel weight
  fun_prop

/-- For positive transverse semi-axes the dimensionless integrand is integrable over `t > 0`. -/
theorem kernel_integrable {a b : ℝ} (ha : 0 < a) (hb : 0 < b) (c : ℝ) :
    IntegrableOn (kernel a b c) (Ioi 0) :=
  Integrable.mono' weight_integral.1 (kernel_measurable a b c).aestronglyMeasurable
    (ae_restrict_of_forall_mem measurableSet_Ioi fun _ ht => kernel_bound ha hb c ht)
```

The slab limit, the strict decrease and the existence of a semi-axis with a prescribed factor all need \(ab>0\). If \(ab=0\), the prefactor makes `demagFactor` zero for every \(c\); if \(ab<0\), it reverses the sign.

## A positive third semi-axis, \(c>0\)

This says that the body has a thickness. By hand it permits the substitution \(s=c^2t\), \(ds=c^2dt\), and the step \(\sqrt{c^2}=c\):

\[
N(c)=\frac{abc}{2}\int_0^\infty
\frac{c^2\,dt}{c^2(1+t)\;c\sqrt{1+t}\;P_c(t)}=F(c).
\]

`demagFactor_eq_scaled` does the same: `integral_comp_mul_left_Ioi` changes the variable, `Real.sqrt_sq hc.le` extracts \(c\), and `field_simp` cancels the remaining factors.

```lean
/-- For positive semi-axes the substitution `s = c ^ 2 * t` brings the demagnetising factor to
its dimensionless form. -/
theorem demagFactor_eq_scaled {a b c : ℝ} (ha : 0 < a) (hb : 0 < b) (hc : 0 < c) :
    demagFactor a b c = scaledFactor a b c := by
  let g : ℝ → ℝ := fun s =>
    1 / ((s + c ^ 2) * √((s + a ^ 2) * (s + b ^ 2) * (s + c ^ 2)))
  have hc2 : 0 < c ^ 2 := by positivity
  have h := integral_comp_mul_left_Ioi g 0 hc2
  rw [mul_zero, smul_eq_mul] at h
  have h2 : ∫ s in Ioi (0 : ℝ), g s = c ^ 2 * ∫ t in Ioi (0 : ℝ), g (c ^ 2 * t) := by
    rw [h, mul_inv_cancel_left₀ hc2.ne']
  change a * b * c / 2 * ∫ s in Ioi (0 : ℝ), g s = _
  rw [h2, ← mul_assoc, ← integral_const_mul, scaledFactor, ← integral_const_mul]
  refine setIntegral_congr_fun measurableSet_Ioi fun t ht => ?_
  have ht0 : (0 : ℝ) < t := ht
  have hq : 0 < √(1 + t) := by positivity
  have hp : 0 < √((c ^ 2 * t + a ^ 2) * (c ^ 2 * t + b ^ 2)) := by positivity
  have h1 : 0 < 1 + t := by positivity
  simp only [g, kernel, weight]
  rw [show c ^ 2 * t + c ^ 2 = c ^ 2 * (1 + t) by ring,
    Real.sqrt_mul (by positivity), Real.sqrt_mul hc2.le, Real.sqrt_sq hc.le]
  generalize √((c ^ 2 * t + a ^ 2) * (c ^ 2 * t + b ^ 2)) = p at *
  generalize √(1 + t) = q at *
  field_simp
```

The rescaled expression also makes sense at \(c=0\). There \(P_0(t)=ab\), so \(K_0=w\) and \(F(0)=\tfrac12\cdot2=1\). For each \(t>0\), \(K_c(t)\) is continuous in \(c\), and it stays below \(w(t)\). Dominated convergence therefore makes \(F\) continuous.

```lean
/-- For positive transverse semi-axes the dimensionless form is continuous in `c`, and at
`c = 0` it equals 1. -/
theorem scaledFactor_continuous {a b : ℝ} (ha : 0 < a) (hb : 0 < b) :
    Continuous (scaledFactor a b) ∧ scaledFactor a b 0 = 1 := by
  constructor
  · refine continuous_const.mul (continuous_of_dominated
      (fun c => (kernel_measurable a b c).aestronglyMeasurable)
      (fun c => ae_restrict_of_forall_mem measurableSet_Ioi
        fun _ ht => kernel_bound ha hb c ht) weight_integral.1
      (ae_restrict_of_forall_mem measurableSet_Ioi fun t ht => ?_))
    have ht0 : (0 : ℝ) < t := ht
    unfold kernel
    refine continuous_const.mul (continuous_const.div (by fun_prop) fun c => ?_)
    positivity
  · have h : kernel a b 0 = weight := by
      funext t
      rw [kernel, show ((0 : ℝ) ^ 2 * t + a ^ 2) * (0 ^ 2 * t + b ^ 2) = (a * b) ^ 2 by ring,
        Real.sqrt_sq (by positivity), div_self (by positivity), mul_one]
    rw [scaledFactor, h, weight_integral.2]
    norm_num
```

Hence \(N(c)=F(c)\to F(0)=1\) as \(c\to0^+\). The theorem `slab_limit` states this with the filter `𝓝[>] 0`, which approaches zero through positive values only. Its proof takes the limit of `scaledFactor` and transfers it to `demagFactor` where \(c>0\).

```lean
/-- Slab limit: for fixed positive transverse semi-axes, the demagnetising factor along the
third axis tends to 1 as that semi-axis shrinks to zero. -/
theorem slab_limit {a b : ℝ} (ha : 0 < a) (hb : 0 < b) :
    Tendsto (demagFactor a b) (𝓝[>] 0) (𝓝 1) := by
  obtain ⟨hcont, h0⟩ := scaledFactor_continuous ha hb
  have h : Tendsto (scaledFactor a b) (𝓝[>] 0) (𝓝 1) :=
    h0 ▸ (hcont.tendsto 0).mono_left nhdsWithin_le_nhds
  refine h.congr' ?_
  filter_upwards [self_mem_nhdsWithin] with c hc
  exact (demagFactor_eq_scaled ha hb hc).symm
```

The restriction to one side matters: the original formula is odd in \(c\), so it tends to \(-1\) from the left. At \(c=0\) the integral diverges; Lean assigns a divergent integral the value 0, and the prefactor is 0 as well, so `demagFactor a b 0` is 0, which has no physical meaning.

## A cross-section held fixed while \(c\) varies

In both limits \(a\) and \(b\) stay constant, so the shape changes and not merely the size. For the needle, the derivation uses

\[
P_c(t)^2-(c^2t)^2=c^2t(a^2+b^2)+a^2b^2\ge0,
\]

which gives \(K_c(t)\le w(t)\,ab/(c^2t)\to0\) for each \(t>0\) as \(c\to\infty\). Dominated convergence, again with \(w\), carries the limit through the integral, so \(N(c)\to0\). In `needle_limit`, `hs` records that the square root diverges, and `atTop` expresses \(c\to\infty\).

```lean
/-- Needle limit: for fixed positive transverse semi-axes, the demagnetising factor along the
third axis tends to 0 as that semi-axis grows without bound. -/
theorem needle_limit {a b : ℝ} (ha : 0 < a) (hb : 0 < b) :
    Tendsto (demagFactor a b) atTop (𝓝 0) := by
  have h : Tendsto (fun c => ∫ t in Ioi (0 : ℝ), kernel a b c t) atTop
      (𝓝 (∫ _ in Ioi (0 : ℝ), (0 : ℝ))) := by
    refine tendsto_integral_filter_of_dominated_convergence weight
      (Eventually.of_forall fun c => (kernel_measurable a b c).aestronglyMeasurable)
      (Eventually.of_forall fun c => ae_restrict_of_forall_mem measurableSet_Ioi
        fun _ ht => kernel_bound ha hb c ht) weight_integral.1
      (ae_restrict_of_forall_mem measurableSet_Ioi fun t ht => ?_)
    have ht0 : (0 : ℝ) < t := ht
    -- the square root in the denominator is at least `c ^ 2 * t`
    have hs : Tendsto (fun c : ℝ => √((c ^ 2 * t + a ^ 2) * (c ^ 2 * t + b ^ 2)))
        atTop atTop := by
      refine tendsto_atTop_mono (fun c => ?_)
        ((tendsto_pow_atTop (two_ne_zero)).atTop_mul_const ht0)
      refine (le_abs_self _).trans (Real.abs_le_sqrt ?_)
      have h : 0 ≤ c ^ 2 * t * (a ^ 2 + b ^ 2) + a ^ 2 * b ^ 2 := by positivity
      nlinarith [h]
    simpa [kernel] using (hs.const_div_atTop (a * b)).const_mul (weight t)
  have h' : Tendsto (scaledFactor a b) atTop (𝓝 0) := by
    have h2 := h.const_mul (1 / 2 : ℝ)
    simp only [integral_zero, mul_zero] at h2
    exact h2
  refine h'.congr' ?_
  filter_upwards [eventually_gt_atTop 0] with c hc
  exact (demagFactor_eq_scaled ha hb hc).symm
```

If the transverse axes grew in proportion to \(c\), the factor would not change at all. For spheres of any radius it stays at \(\tfrac12\int_0^\infty(1+t)^{-5/2}dt=\tfrac13\).

At fixed cross-section the decrease is strict. For \(0<c<d\) and \(t>0\), \(P_c(t)<P_d(t)\), hence \(K_c(t)>K_d(t)\). The difference is integrable and positive throughout \(t>0\), so its integral is positive and \(N(c)>N(d)\). `StrictAntiOn` on `Ioi 0` says this in Lean; `hlt` is the pointwise inequality and `hpos` the integrated one.

```lean
/-- For fixed positive transverse semi-axes, lengthening the third semi-axis strictly lowers
the demagnetising factor along it. -/
theorem demagFactor_strictAnti {a b : ℝ} (ha : 0 < a) (hb : 0 < b) :
    StrictAntiOn (demagFactor a b) (Ioi 0) := by
  intro c hc d hd hcd
  have hc0 : (0 : ℝ) < c := hc
  rw [demagFactor_eq_scaled ha hb hc, demagFactor_eq_scaled ha hb hd]
  have hlt : ∀ t ∈ Ioi (0 : ℝ), 0 < kernel a b c t - kernel a b d t := by
    intro t ht
    have ht0 : (0 : ℝ) < t := ht
    have hw : 0 < weight t := by unfold weight; positivity
    have hx : c ^ 2 * t < d ^ 2 * t := by gcongr
    refine sub_pos.2 (mul_lt_mul_of_pos_left ?_ hw)
    refine div_lt_div_of_pos_left (by positivity) (by positivity)
      (Real.sqrt_lt_sqrt (by positivity) ?_)
    exact mul_lt_mul'' (by linarith) (by linarith) (by positivity) (by positivity)
  have hi := (kernel_integrable ha hb c).sub (kernel_integrable ha hb d)
  -- a positive integrand on a set of positive measure has a positive integral
  have hpos : 0 < ∫ t in Ioi (0 : ℝ), (kernel a b c t - kernel a b d t) := by
    refine (setIntegral_pos_iff_support_of_nonneg_ae
      (ae_restrict_of_forall_mem measurableSet_Ioi fun t ht => (hlt t ht).le) hi).2 ?_
    exact lt_of_lt_of_le (by simp : 0 < volume (Ioi (0 : ℝ)))
      (measure_mono fun t ht => ⟨(hlt t ht).ne', ht⟩)
  rw [integral_sub (kernel_integrable ha hb c) (kernel_integrable ha hb d)] at hpos
  unfold scaledFactor
  linarith
```

## A prescribed factor with \(0<n<1\)

Here \(n\) is a desired demagnetising factor, and the claim is that exactly one positive \(c\) realises it. By hand, \(n>0\) and the needle limit provide a \(d>0\) with \(F(d)<n\). Since \(n<1=F(0)\), the intermediate value theorem on \([0,d]\) gives a \(c\) with \(F(c)=n\). This \(c\) is not zero, because \(F(0)\ne n\). Strict decrease excludes a second solution.

The proof of `existsUnique_semiaxis` takes these steps in the same order: `h0` selects `d`, `h1` supplies the endpoint inequality and excludes \(c=0\), and `injOn` gives uniqueness.

```lean
/-- For fixed positive transverse semi-axes, each number strictly between 0 and 1 is the
demagnetising factor along the third axis for exactly one positive length of that semi-axis. -/
theorem existsUnique_semiaxis {a b n : ℝ} (ha : 0 < a) (hb : 0 < b) (h0 : 0 < n) (h1 : n < 1) :
    ∃! c : ℝ, 0 < c ∧ demagFactor a b c = n := by
  obtain ⟨hcont, hz⟩ := scaledFactor_continuous ha hb
  obtain ⟨d, hdn, hd⟩ :=
    (((needle_limit ha hb).eventually_lt_const h0).and (eventually_gt_atTop 0)).exists
  rw [demagFactor_eq_scaled ha hb hd] at hdn
  -- the value `n` lies between those at `0` and at `d`
  obtain ⟨c, hc, hcn⟩ := intermediate_value_Icc' hd.le hcont.continuousOn
    ⟨hdn.le, by rw [hz]; exact h1.le⟩
  have hc0 : 0 < c := by
    refine lt_of_le_of_ne hc.1 fun h => ?_
    rw [← h, hz] at hcn
    linarith
  have hcn' : demagFactor a b c = n := (demagFactor_eq_scaled ha hb hc0).trans hcn
  exact ⟨c, ⟨hc0, hcn'⟩, fun e he =>
    (demagFactor_strictAnti ha hb).injOn he.1 hc0 (he.2.trans hcn'.symm)⟩

end

end DemagnetisingLimits
```

```lean
#print axioms DemagnetisingLimits.slab_limit
-- 'DemagnetisingLimits.slab_limit' depends on axioms: [propext, Classical.choice, Quot.sound]
#print axioms DemagnetisingLimits.demagFactor_strictAnti
-- 'DemagnetisingLimits.demagFactor_strictAnti' depends on axioms: [propext, Classical.choice, Quot.sound]
#print axioms DemagnetisingLimits.existsUnique_semiaxis
-- 'DemagnetisingLimits.existsUnique_semiaxis' depends on axioms: [propext, Classical.choice, Quot.sound]
```

No positive semi-axis gives \(n\le0\) or \(n\ge1\), since a strictly decreasing function with limits 1 and 0 at the two ends takes only values strictly between them.

## One dominating function for both limits

Mathlib's `continuous_of_dominated` takes a family of integrands depending on a parameter. It asks for measurability, an integrable bound common to the family, and continuity in the parameter at almost every integration point. `tendsto_integral_filter_of_dominated_convergence` is the version for a limit along a countably generated filter such as `atTop` on the reals, so \(c\to\infty\) is handled directly, without choosing a sequence. The same `weight` serves in both. The needle estimate \(w(t)\,ab/(c^2t)\) could not replace it, since it is not integrable near \(t=0\).

## Taking the rescaled integral as the definition

The factor could also have been defined as \(F(c)\). The slab limit would then be ordinary continuity at \(c=0\), and \(n=1\) would be attained there by a body of zero thickness. The familiar integral over \(s\) would become a lemma valid for \(c>0\). The definition used here keeps the familiar integral in the theorem statements and treats the slab as a limit of bodies with positive thickness.
